# Every full-rank lattice in three dimensions has an obtuse superbase

In a periodic simulation, a cutoff below half the distance from an atom to its nearest own image reaches at most one image of any other atom. That distance is the length of the shortest nonzero lattice vector. In a strongly skewed cell this vector need not be a cell vector. An obtuse superbase consists of four vectors that sum to zero, generate the lattice and never enclose an acute angle. It reduces the search to a short fixed list: these four vectors and sums of them. The result concerns a single lattice in exact real arithmetic.

## Cell, lattice and superbase

```lean
import Mathlib

open Matrix

namespace ObtuseSuperbase

noncomputable section
```

The file loads Mathlib and opens its matrix notation: `*ᵥ` is matrix times vector, and `⬝ᵥ` is the dot product, written u·w below.

```lean
/-- Vectors of three-dimensional space in Cartesian coordinates. -/
abbrev Vec := Fin 3 → ℝ
```

A vector is a function from the three indices 0, 1, 2 to the real numbers, that is, three Cartesian components.

```lean
/-- The `j`-th cell vector: column `j` of the cell matrix `A`. -/
def axis (A : Matrix (Fin 3) (Fin 3) ℝ) (j : Fin 3) : Vec := fun i => A i j
```

The cell vectors are the columns of A, not its rows. Codes that store them as rows must transpose.

```lean
/-- The lattice of all integer combinations of the cell vectors. -/
def lattice (A : Matrix (Fin 3) (Fin 3) ℝ) : Submodule ℤ Vec :=
  Submodule.span ℤ (Set.range (axis A))
```

The lattice is the set of all integer combinations of the columns. The `ℤ` in `Submodule ℤ Vec` restricts the coefficients to integers.

```lean
/-- A superbase of the lattice: four vectors with sum zero whose integer span is the lattice. -/
structure IsSuperbase (A : Matrix (Fin 3) (Fin 3) ℝ) (v : Fin 4 → Vec) : Prop where
  sum_zero : ∑ i, v i = 0
  span_eq : Submodule.span ℤ (Set.range v) = lattice A
```

A superbase is a family v₀, v₁, v₂, v₃ with two properties: its sum is zero, and its integer span is the lattice of A.

```lean
/-- Vectors of the family with different indices never enclose an acute angle. -/
def IsObtuse (v : Fin 4 → Vec) : Prop := ∀ i j, i ≠ j → v i ⬝ᵥ v j ≤ 0
```

Obtuse means vᵢ·vⱼ ≤ 0 whenever i ≠ j. Right angles are allowed, so the three edge vectors of a cube, together with minus their sum, qualify.

```lean
/-- The sum of the squared lengths of four vectors. -/
def sqSum (v : Fin 4 → Vec) : ℝ := ∑ i, v i ⬝ᵥ v i
```

This is the quantity to be minimised:

Q(v) = |v₀|² + |v₁|² + |v₂|² + |v₃|²

## Finitely many short vectors

```lean
/-- The lattice is the image of the integer vectors under the cell matrix. -/
theorem mem_lattice_iff (A : Matrix (Fin 3) (Fin 3) ℝ) (u : Vec) :
    u ∈ lattice A ↔ ∃ z : Fin 3 → ℤ, A *ᵥ (fun j => (z j : ℝ)) = u := by
  rw [lattice, Submodule.mem_span_range_iff_exists_fun]
  refine exists_congr fun z => ?_
  have h : ∑ j, z j • axis A j = A *ᵥ (fun j => (z j : ℝ)) := by
    ext i
    simp [axis, Matrix.mulVec, dotProduct, Finset.sum_apply, mul_comm]
  rw [h]
```

A vector u is in the lattice exactly when u = Az for some integer vector z. The proof writes Az as the sum of the columns weighted by the components of z.

```lean
/-- For an invertible cell matrix, only finitely many lattice vectors have squared length at most
`C`. -/
theorem finite_short {A : Matrix (Fin 3) (Fin 3) ℝ} (hA : A.det ≠ 0) (C : ℝ) :
    {u : Vec | u ∈ lattice A ∧ u ⬝ᵥ u ≤ C}.Finite := by
  obtain ⟨N, hN⟩ := exists_nat_ge ((∑ i, ∑ j, A⁻¹ i j ^ 2) * C)
  refine ((Set.finite_Icc (fun _ : Fin 3 => -(N : ℤ)) (fun _ => (N : ℤ))).image
    (fun z => A *ᵥ fun i => (z i : ℝ))).subset ?_
  rintro u ⟨hu, hC⟩
  obtain ⟨z, hz⟩ := (mem_lattice_iff A u).1 hu
  -- the inverse cell matrix recovers the integer coordinates
  have hx : A⁻¹ *ᵥ u = fun i => (z i : ℝ) := by
    rw [← hz, Matrix.mulVec_mulVec, Matrix.nonsing_inv_mul _ (isUnit_iff_ne_zero.2 hA),
      Matrix.one_mulVec]
  have hb : ∀ i, z i ^ 2 ≤ (N : ℤ) := by
    intro i
    have h1 : ∑ j, A⁻¹ i j * u j = (z i : ℝ) := congrFun hx i
    have h2 := Finset.sum_mul_sq_le_sq_mul_sq Finset.univ (fun j => A⁻¹ i j) u
    have h3 : ∑ j, u j ^ 2 = u ⬝ᵥ u := by simp [dotProduct, sq]
    have h4 : ∑ j, A⁻¹ i j ^ 2 ≤ ∑ i, ∑ j, A⁻¹ i j ^ 2 :=
      Finset.single_le_sum (f := fun i => ∑ j, A⁻¹ i j ^ 2)
        (fun i _ => Finset.sum_nonneg fun j _ => sq_nonneg _) (Finset.mem_univ i)
    have h5 : 0 ≤ u ⬝ᵥ u := Finset.sum_nonneg fun j _ => mul_self_nonneg _
    have h6 : 0 ≤ ∑ i, ∑ j, A⁻¹ i j ^ 2 :=
      Finset.sum_nonneg fun i _ => Finset.sum_nonneg fun j _ => sq_nonneg _
    rw [h1, h3] at h2
    have h7 : (z i : ℝ) ^ 2 ≤ N :=
      h2.trans ((mul_le_mul_of_nonneg_right h4 h5).trans
        ((mul_le_mul_of_nonneg_left hC h6).trans hN))
    exact_mod_cast h7
  refine ⟨z, ⟨fun i => ?_, fun i => ?_⟩, hz⟩
  · have := hb i
    change -(N : ℤ) ≤ z i
    rcases le_or_gt 0 (z i) with h | h <;> nlinarith [sq_nonneg (z i + 1)]
  · have := hb i
    change z i ≤ (N : ℤ)
    rcases le_or_gt (z i) 0 with h | h <;> nlinarith [sq_nonneg (z i - 1)]
```

The hypothesis `A.det ≠ 0` says that the cell has nonzero volume. Then z = A⁻¹u, and for |u|² ≤ C the Cauchy-Schwarz inequality gives

zᵢ² ≤ (Σⱼ (A⁻¹)ᵢⱼ²) |u|² ≤ (Σᵢⱼ (A⁻¹)ᵢⱼ²) C ≤ N

for some natural number N. Since zᵢ is an integer, |zᵢ| ≤ zᵢ² ≤ N. Only finitely many z fit in this box, hence only finitely many u.

## Removing an acute angle

```lean
/-- Two distinct indices out of four leave two others, and any sum splits accordingly. -/
theorem exists_other_pair {i j : Fin 4} (hij : i ≠ j) :
    ∃ k l : Fin 4, k ≠ i ∧ k ≠ j ∧ l ≠ i ∧ l ≠ j ∧
      ∀ (M : Type) [AddCommMonoid M] (f : Fin 4 → M), ∑ m, f m = f i + f j + f k + f l := by
  have H : ∀ i j : Fin 4, i ≠ j → ∃ k l : Fin 4, k ≠ i ∧ k ≠ j ∧ l ≠ i ∧ l ≠ j ∧ k ≠ l ∧
      (Finset.univ : Finset (Fin 4)) = {i, j, k, l} := by decide
  obtain ⟨k, l, hki, hkj, hli, hlj, hkl, hU⟩ := H i j hij
  refine ⟨k, l, hki, hkj, hli, hlj, fun M _ f => ?_⟩
  rw [hU, Finset.sum_insert (by simp [hij, hki.symm, hli.symm]),
    Finset.sum_insert (by simp [hkj.symm, hlj.symm]), Finset.sum_pair hkl]
  simp only [add_assoc]
```

Given two distinct indices i and j out of four, this lemma names the other two, k and l, and splits any sum into four terms. The tactic `decide` checks all the cases.

```lean
/-- If two vectors of a superbase enclose an acute angle, the same lattice has a superbase
with a smaller sum of squared lengths. -/
theorem exists_shorter {A : Matrix (Fin 3) (Fin 3) ℝ} {v : Fin 4 → Vec} (hv : IsSuperbase A v)
    {i j : Fin 4} (hij : i ≠ j) (hpos : 0 < v i ⬝ᵥ v j) :
    ∃ w, IsSuperbase A w ∧ sqSum w < sqSum v := by
  obtain ⟨k, l, hki, hkj, hli, hlj, hS⟩ := exists_other_pair hij
  -- reverse `v i`, keep `v j`, and add `v i` to the other two
  let w : Fin 4 → Vec := fun m => if m = i then -v i else if m = j then v j else v m + v i
  have wi : w i = -v i := by simp [w]
  have wj : w j = v j := by simp [w, hij.symm]
  have wo : ∀ m, m ≠ i → m ≠ j → w m = v m + v i := fun m h1 h2 => by simp [w, h1, h2]
  have h0 : v i + v j + v k + v l = 0 := (hS _ v).symm.trans hv.sum_zero
  refine ⟨w, ⟨?_, ?_⟩, ?_⟩
  · rw [hS _ w, wi, wj, wo k hki hkj, wo l hli hlj]
    calc _ = v i + v j + v k + v l := by abel
      _ = 0 := h0
  · rw [← hv.span_eq]
    have hV : ∀ m, v m ∈ Submodule.span ℤ (Set.range v) := fun m => Submodule.subset_span ⟨m, rfl⟩
    have hW : ∀ m, w m ∈ Submodule.span ℤ (Set.range w) := fun m => Submodule.subset_span ⟨m, rfl⟩
    have hvi : v i ∈ Submodule.span ℤ (Set.range w) := by
      have h := neg_mem (hW i)
      rwa [wi, neg_neg] at h
    apply le_antisymm <;> refine Submodule.span_le.2 ?_ <;> rintro _ ⟨m, rfl⟩
    · change w m ∈ Submodule.span ℤ (Set.range v)
      simp only [w]
      split_ifs
      · exact neg_mem (hV i)
      · exact hV j
      · exact add_mem (hV m) (hV i)
    · change v m ∈ Submodule.span ℤ (Set.range w)
      by_cases h1 : m = i
      · rw [h1]; exact hvi
      by_cases h2 : m = j
      · have h := hW j
        rw [h2]
        rwa [wj] at h
      · have h := sub_mem (hW m) hvi
        rwa [wo m h1 h2, add_sub_cancel_right] at h
  · have hi : v i ⬝ᵥ (v i + v j + v k + v l) = 0 := by rw [h0, dotProduct_zero]
    simp only [dotProduct_add] at hi
    simp only [sqSum, hS, wi, wj, wo k hki hkj, wo l hli hlj, add_dotProduct, dotProduct_add,
      neg_dotProduct, dotProduct_neg, neg_neg]
    linarith [dotProduct_comm (v k) (v i), dotProduct_comm (v l) (v i)]
```

Suppose vᵢ·vⱼ > 0. Define

wᵢ = −vᵢ, wⱼ = vⱼ, wₖ = vₖ + vᵢ, wₗ = vₗ + vᵢ

The new sum is again vᵢ + vⱼ + vₖ + vₗ = 0. Each w is an integer combination of the v's, and conversely, so the lattice is unchanged. Expanding the squares gives

Q(w) − Q(v) = 2|vᵢ|² + 2vᵢ·vₖ + 2vᵢ·vₗ

The dot product of vᵢ with the zero sum gives |vᵢ|² + vᵢ·vⱼ + vᵢ·vₖ + vᵢ·vₗ = 0, so

Q(w) − Q(v) = −2vᵢ·vⱼ < 0

In Lean, `hi` is the zero-sum relation, and `linarith` combines it with the expanded squares.

## A shortest superbase is obtuse

```lean
/-- The cell vectors together with minus their sum form a superbase. -/
theorem cell_superbase (A : Matrix (Fin 3) (Fin 3) ℝ) :
    IsSuperbase A (Matrix.vecCons (-∑ j, axis A j) (axis A)) := by
  refine ⟨?_, le_antisymm (Submodule.span_le.2 ?_) (Submodule.span_mono ?_)⟩
  · rw [Fin.sum_univ_succ]
    exact neg_add_cancel (∑ j, axis A j)
  · rintro _ ⟨m, rfl⟩
    refine Fin.cases ?_ (fun j => ?_) m
    · exact neg_mem (sum_mem fun j _ => Submodule.subset_span ⟨j, rfl⟩)
    · exact Submodule.subset_span ⟨j, rfl⟩
  · rintro _ ⟨j, rfl⟩
    exact ⟨j.succ, rfl⟩
```

There is always a superbase to start from: the three columns, preceded by minus their sum. `Matrix.vecCons` puts that extra vector at index 0, so column j moves to index j + 1.

```lean
/-- The lattice of an invertible cell matrix has an obtuse superbase. -/
theorem exists_isObtuse {A : Matrix (Fin 3) (Fin 3) ℝ} (hA : A.det ≠ 0) :
    ∃ v, IsSuperbase A v ∧ IsObtuse v := by
  obtain ⟨b, hb⟩ : ∃ b, IsSuperbase A b := ⟨_, cell_superbase A⟩
  have hfin : {v | IsSuperbase A v ∧ sqSum v ≤ sqSum b}.Finite := by
    refine (Set.Finite.pi' fun _ : Fin 4 => finite_short hA (sqSum b)).subset ?_
    rintro v ⟨hv, hle⟩ m
    refine ⟨?_, le_trans ?_ hle⟩
    · rw [← hv.span_eq]
      exact Submodule.subset_span ⟨m, rfl⟩
    · exact Finset.single_le_sum (f := fun i => v i ⬝ᵥ v i)
        (fun i _ => Finset.sum_nonneg fun j _ => mul_self_nonneg _) (Finset.mem_univ m)
  -- a shortest superbase has no acute pair
  obtain ⟨v, ⟨hv, hle⟩, hmin⟩ := Set.exists_min_image _ sqSum hfin ⟨b, hb, le_rfl⟩
  refine ⟨v, hv, fun i j hij => ?_⟩
  by_contra hpos
  obtain ⟨w, hw, hlt⟩ := exists_shorter hv hij (not_le.1 hpos)
  exact absurd (hmin w ⟨hw, hlt.le.trans hle⟩) (not_le_of_gt hlt)
```

Let b be the starting superbase, and consider all superbases v with Q(v) ≤ Q(b). Each of their vectors is a lattice vector of squared length at most Q(b), so there are finitely many candidates for each of the four places, and finitely many such superbases. Take one with the smallest Q. If it had an acute pair, the previous step would give a superbase w with smaller Q, still below Q(b), which is a contradiction.

The proof turns on `Set.exists_min_image`. Given a finite, nonempty set and a function on it, this Mathlib theorem returns an element at which the function is smallest. Here the finiteness is `hfin`, the nonemptiness is witnessed by `b`, and the result is `v` with its minimality `hmin`. Finiteness is essential to the argument, because a decreasing sequence of positive real numbers can go on forever. The same finiteness gives a procedure in exact arithmetic: start from b and repeat the step of the previous section while an acute pair remains. Q falls each time, and only finitely many superbases have Q at most Q(b), so the process ends at an obtuse superbase. The proof gives no explicit bound on the number of steps.

```lean
/-- For an invertible cell matrix there are `v₁, v₂, v₃` with the lattice as integer span such
that these and `v₀ = -(v₁ + v₂ + v₃)` have six nonpositive mutual inner products. -/
theorem exists_obtuse_superbase {A : Matrix (Fin 3) (Fin 3) ℝ} (hA : A.det ≠ 0) :
    ∃ v₀ v₁ v₂ v₃ : Vec, v₀ = -(v₁ + v₂ + v₃) ∧
      Submodule.span ℤ {v₁, v₂, v₃} = lattice A ∧
      v₀ ⬝ᵥ v₁ ≤ 0 ∧ v₀ ⬝ᵥ v₂ ≤ 0 ∧ v₀ ⬝ᵥ v₃ ≤ 0 ∧
      v₁ ⬝ᵥ v₂ ≤ 0 ∧ v₁ ⬝ᵥ v₃ ≤ 0 ∧ v₂ ⬝ᵥ v₃ ≤ 0 := by
  obtain ⟨v, hv, ho⟩ := exists_isObtuse hA
  have h := hv.sum_zero
  rw [Fin.sum_univ_four] at h
  have h0 : v 0 = -(v 1 + v 2 + v 3) :=
    eq_neg_of_add_eq_zero_left (by rw [← h]; abel)
  refine ⟨v 0, v 1, v 2, v 3, h0, ?_, ho _ _ (by decide), ho _ _ (by decide),
    ho _ _ (by decide), ho _ _ (by decide), ho _ _ (by decide), ho _ _ (by decide)⟩
  rw [← hv.span_eq]
  apply le_antisymm
  · refine Submodule.span_mono ?_
    rintro x (rfl | rfl | rfl) <;> exact Set.mem_range_self _
  · -- `v 0` is an integer combination of the other three
    have h1 : v 1 ∈ Submodule.span ℤ {v 1, v 2, v 3} := Submodule.subset_span (by simp)
    have h2 : v 2 ∈ Submodule.span ℤ {v 1, v 2, v 3} := Submodule.subset_span (by simp)
    have h3 : v 3 ∈ Submodule.span ℤ {v 1, v 2, v 3} := Submodule.subset_span (by simp)
    have h4 : v 0 ∈ Submodule.span ℤ {v 1, v 2, v 3} := by
      rw [h0]
      exact neg_mem (add_mem (add_mem h1 h2) h3)
    refine Submodule.span_le.2 ?_
    rintro _ ⟨m, rfl⟩
    fin_cases m
    · exact h4
    · exact h1
    · exact h2
    · exact h3
```

This is the same result with the vectors written out: v₀ = −(v₁ + v₂ + v₃), the integer span of v₁, v₂, v₃ is the lattice, and all six products are nonpositive. Dropping v₀ from the generators loses nothing, since it is an integer combination of the others.

## Reading off a shortest vector

```lean
/-- Selling's formula: for four vectors with sum zero, the squared length of a combination
depends on the coefficients only through their differences. -/
theorem selling_formula {v : Fin 4 → Vec} (h : ∑ i, v i = 0) (x : Fin 4 → ℝ) :
    (∑ i, x i • v i) ⬝ᵥ (∑ i, x i • v i) =
      -(∑ i, ∑ j, (x i - x j) ^ 2 * (v i ⬝ᵥ v j)) / 2 := by
  rw [Fin.sum_univ_four] at h
  have r : ∀ i, v i ⬝ᵥ v 0 + v i ⬝ᵥ v 1 + v i ⬝ᵥ v 2 + v i ⬝ᵥ v 3 = 0 := fun i => by
    rw [← dotProduct_add, ← dotProduct_add, ← dotProduct_add, h, dotProduct_zero]
  have c : ∀ i, v 0 ⬝ᵥ v i + v 1 ⬝ᵥ v i + v 2 ⬝ᵥ v i + v 3 ⬝ᵥ v i = 0 := fun i => by
    rw [← add_dotProduct, ← add_dotProduct, ← add_dotProduct, h, zero_dotProduct]
  simp only [Fin.sum_univ_four, add_dotProduct, dotProduct_add, smul_dotProduct,
    dotProduct_smul, smul_eq_mul]
  linear_combination x 0 ^ 2 / 2 * (r 0 + c 0) + x 1 ^ 2 / 2 * (r 1 + c 1) +
    x 2 ^ 2 / 2 * (r 2 + c 2) + x 3 ^ 2 / 2 * (r 3 + c 3)
```

Write gᵢⱼ = vᵢ·vⱼ. Because the vectors sum to zero, Σⱼ gᵢⱼ = 0 for every i. Insert

xᵢxⱼ = (xᵢ² + xⱼ² − (xᵢ − xⱼ)²)/2

into |Σᵢ xᵢvᵢ|² = Σᵢⱼ xᵢxⱼgᵢⱼ. The terms with xᵢ² and xⱼ² vanish, leaving

|Σᵢ xᵢvᵢ|² = −½ Σᵢⱼ (xᵢ − xⱼ)² gᵢⱼ

The double sum counts each pair twice. In the proof, `r` and `c` are the vanishing row and column sums, which `linear_combination` weights by xᵢ²/2.

```lean
/-- Every nonzero lattice vector is at least as long as some nonzero partial sum of a given
obtuse superbase. -/
theorem partial_sum_le {A : Matrix (Fin 3) (Fin 3) ℝ} {v : Fin 4 → Vec}
    (hv : IsSuperbase A v) (ho : IsObtuse v) {u : Vec} (hu : u ∈ lattice A) (hne : u ≠ 0) :
    ∃ S : Finset (Fin 4), ∑ i ∈ S, v i ≠ 0 ∧
      (∑ i ∈ S, v i) ⬝ᵥ (∑ i ∈ S, v i) ≤ u ⬝ᵥ u := by
  rw [← hv.span_eq] at hu
  obtain ⟨x, rfl⟩ := (Submodule.mem_span_range_iff_exists_fun ℤ).1 hu
  let e : ℤ → Fin 4 → ℤ := fun t i => if t < x i then 1 else 0
  -- the coordinates are a stack of 0-1 layers, so some layer has a nonzero sum
  have hex : ∃ t, ∑ i, e t i • v i ≠ 0 := by
    by_contra hcon
    have hno : ∀ t, ∑ i, e t i • v i = 0 := fun t => by
      by_contra ht
      exact hcon ⟨t, ht⟩
    apply hne
    obtain ⟨N, hN⟩ : ∃ N : ℤ, ∀ i, -N ≤ x i ∧ x i ≤ N :=
      ⟨∑ i, |x i|, fun i => abs_le.1 (Finset.single_le_sum (f := fun i => |x i|)
        (fun _ _ => abs_nonneg _) (Finset.mem_univ i))⟩
    have layer : ∀ n : ℕ, ∑ i, min (x i) (-N + (n : ℤ)) • v i = 0 := by
      intro n
      induction n with
      | zero =>
        have h : ∀ i, min (x i) (-N + ((0 : ℕ) : ℤ)) = -N := fun i => by
          have := hN i
          omega
        simp only [h, ← Finset.smul_sum, hv.sum_zero, smul_zero]
      | succ n ih =>
        have h : ∀ i, min (x i) (-N + ((n + 1 : ℕ) : ℤ)) =
            min (x i) (-N + (n : ℤ)) + e (-N + (n : ℤ)) i := fun i => by
          simp only [e]
          split_ifs <;> omega
        simp only [h, add_smul, Finset.sum_add_distrib]
        rw [ih, hno, add_zero]
    have h : ∀ i, min (x i) (-N + ((2 * N).toNat : ℤ)) = x i := fun i => by
      have := hN i
      omega
    have hl := layer (2 * N).toNat
    simp only [h] at hl
    exact hl
  obtain ⟨t, ht⟩ := hex
  have hS : ∑ i ∈ Finset.univ.filter (fun i => t < x i), v i = ∑ i, e t i • v i := by
    rw [Finset.sum_filter]
    refine Finset.sum_congr rfl fun i _ => ?_
    simp only [e]
    split_ifs <;> simp
  have cast : ∀ y : Fin 4 → ℤ, ∑ i, y i • v i = ∑ i, (y i : ℝ) • v i := fun y =>
    Finset.sum_congr rfl fun i _ => (Int.cast_smul_eq_zsmul ℝ (y i) (v i)).symm
  refine ⟨Finset.univ.filter (fun i => t < x i), by rwa [hS], ?_⟩
  -- passing to one layer increases no coordinate difference in absolute value
  have key : ∑ i, ∑ j, ((x i : ℝ) - x j) ^ 2 * (v i ⬝ᵥ v j) ≤
      ∑ i, ∑ j, ((e t i : ℝ) - e t j) ^ 2 * (v i ⬝ᵥ v j) := by
    refine Finset.sum_le_sum fun i _ => Finset.sum_le_sum fun j _ => ?_
    by_cases hij : i = j
    · subst hij
      simp
    have hz : (e t i - e t j) ^ 2 ≤ (x i - x j) ^ 2 := by
      simp only [e]
      split_ifs <;> nlinarith [sq_nonneg (x i - x j - 1), sq_nonneg (x i - x j + 1),
        sq_nonneg (x i - x j)]
    exact mul_le_mul_of_nonpos_right (by exact_mod_cast hz) (ho i j hij)
  rw [hS, cast (e t), cast x, selling_formula hv.sum_zero (fun i => (e t i : ℝ)),
    selling_formula hv.sum_zero (fun i => (x i : ℝ))]
  linarith

end

end ObtuseSuperbase
```

Let u = Σᵢ xᵢvᵢ be a nonzero lattice vector with integer xᵢ between −N and N. For each integer t, set eₜ(i) = 1 if t < xᵢ and 0 otherwise. Then

xᵢ = −N + Σₜ eₜ(i), with t from −N to N − 1

The constant −N contributes nothing, since the vᵢ sum to zero. So u is the sum of the layers Σᵢ eₜ(i)vᵢ, and at least one layer is nonzero. Lean builds up this stack by induction in `layer`. The nonzero layer is the partial sum over S = {i : t < xᵢ}.

Moreover, |eₜ(i) − eₜ(j)| ≤ |xᵢ − xⱼ|: if the left side is 1, the integers xᵢ and xⱼ differ. Since gᵢⱼ ≤ 0 for i ≠ j, Selling's formula shows that the partial sum is no longer than u; this comparison is `key`.

Partial sums are themselves lattice vectors, so a shortest nonzero partial sum is a shortest nonzero lattice vector. For an invertible cell, a count by hand leaves seven vectors to compare, up to sign: v₀, v₁, v₂, v₃, v₁ + v₂, v₁ + v₃ and v₂ + v₃.

```lean
#print axioms ObtuseSuperbase.exists_isObtuse
#print axioms ObtuseSuperbase.exists_obtuse_superbase
#print axioms ObtuseSuperbase.partial_sum_le
```

```
'ObtuseSuperbase.exists_isObtuse' depends on axioms: [propext, Classical.choice, Quot.sound]
'ObtuseSuperbase.exists_obtuse_superbase' depends on axioms: [propext, Classical.choice, Quot.sound]
'ObtuseSuperbase.partial_sum_le' depends on axioms: [propext, Classical.choice, Quot.sound]
```
